# The area of a mesh triangle where a linearly interpolated band lies above an energy between its two highest corner values

In a two-dimensional Brillouin-zone mesh, a single band is interpolated linearly over a triangle from its corner energies `e1 ≤ e2 < e3`. The theorem `empty_area_upper` states that, for `e2 ≤ e ≤ e3`, the region where the interpolated energy exceeds `e` is measurable and has area `(e3 - e)² / (2 (e3 - e2) (e3 - e1))`. The area is taken in reduced coordinates, where the whole triangle has area 1/2. The proof cuts the region into vertical slices, finds the length of each, and leaves the integration over `x` to the general lemma `area_of_slices`.

This version doesn't compile in Lean 4 with Mathlib:

```lean
import Mathlib

open MeasureTheory

namespace EmptyAreaUpper

/-- The reference triangle of the Brillouin-zone mesh, in reduced coordinates. -/
def triangle : Set (ℝ × ℝ) := {p | 0 ≤ p.1 ∧ 0 ≤ p.2 ∧ p.1 + p.2 ≤ 1}

/-- The band energy interpolated linearly from its values `e1`, `e2`, `e3` at the corners
`(0,0)`, `(1,0)`, `(0,1)`. -/
def band (e1 e2 e3 : ℝ) (p : ℝ × ℝ) : ℝ := e1 + (e2 - e1) * p.1 + (e3 - e1) * p.2

/-- The points of the triangle whose interpolated band energy exceeds `e`. -/
def empty (e1 e2 e3 e : ℝ) : Set (ℝ × ℝ) := {p | p ∈ triangle ∧ e < band e1 e2 e3 p}

/-- A measurable planar region in `x ≥ 0` whose vertical slices have length `(w - u x) / v`,
cut off at zero, has area `w² / (2 u v)`, for `u, v > 0` and `w ≥ 0`. -/
theorem area_of_slices {S : Set (ℝ × ℝ)} (hS : MeasurableSet S) {u v w : ℝ}
    (hu : 0 < u) (hv : 0 < v) (hw : 0 ≤ w) (hpos : ∀ p ∈ S, 0 ≤ p.1)
    (h : ∀ x, 0 ≤ x → volume (Prod.mk x ⁻¹' S) = ENNReal.ofReal ((w - u * x) / v)) :
    volume S = ENNReal.ofReal (w ^ 2 / (2 * u * v)) := by
  -- the slices have length zero outside 0 ≤ x ≤ w / u
  have hind : ∀ x, volume (Prod.mk x ⁻¹' S) =
      (Set.Icc 0 (w / u)).indicator (fun x => ENNReal.ofReal ((w - u * x) / v)) x := by
    intro x
    by_cases hx : x ∈ Set.Icc 0 (w / u)
    · rw [Set.indicator_of_mem hx, h x hx.1]
    · rw [Set.indicator_of_notMem hx]
      by_cases h0 : 0 ≤ x
      · have h2 := (div_lt_iff₀ hu).1 (not_le.1 fun h1 => hx ⟨h0, h1⟩)
        rw [h x h0]
        exact ENNReal.ofReal_of_nonpos (div_nonpos_of_nonpos_of_nonneg (by linarith) hv.le)
      · have hs : Prod.mk x ⁻¹' S = ∅ :=
          Set.eq_empty_iff_forall_notMem.2 fun y hy => h0 (hpos (x, y) hy)
        rw [hs, measure_empty]
  -- the elementary integral of the slice length
  have hI : ∫ x in (0 : ℝ)..(w / u), (w - u * x) / v = w ^ 2 / (2 * u * v) := by
    have hd : ∀ x ∈ Set.uIcc 0 (w / u),
        HasDerivAt (fun x : ℝ => (w * x - u * (x * x) / 2) / v) ((w - u * x) / v) x := by
      intro x _
      have hx := hasDerivAt_id' x
      exact (((hx.const_mul w).fun_sub
        (((hx.fun_mul hx).const_mul u).div_const 2)).div_const v).congr_deriv (by ring)
    rw [intervalIntegral.integral_eq_sub_of_hasDerivAt hd
      (Continuous.intervalIntegrable (by fun_prop) _ _)]
    field_simp
    ring
  have hc : Continuous (fun x : ℝ => (w - u * x) / v) := by fun_prop
  rw [Measure.volume_eq_prod, Measure.prod_apply hS, lintegral_congr hind,
    lintegral_indicator measurableSet_Icc, ← ofReal_integral_eq_lintegral_ofReal
      (hc.continuousOn.integrableOn_compact isCompact_Icc), integral_Icc_eq_integral_Ioc,
    ← intervalIntegral.integral_of_le (div_nonneg hw hu.le), hI]
  refine (ae_restrict_iff' measurableSet_Icc).2 (Filter.Eventually.of_forall fun x hx => ?_)
  have h2 := (le_div_iff₀ hu).1 hx.2
  exact div_nonneg (by linarith) hv.le

/-- For `e1 ≤ e2 < e3` and `e2 ≤ e ≤ e3`, the empty region is measurable and has area
`(e3 - e)² / (2 (e3 - e2) (e3 - e1))`. -/
theorem empty_area_upper {e1 e2 e3 e : ℝ} (h12 : e1 ≤ e2) (h23 : e2 < e3)
    (h2 : e2 ≤ e) (h3 : e ≤ e3) :
    MeasurableSet (empty e1 e2 e3 e) ∧ volume (empty e1 e2 e3 e) =
      ENNReal.ofReal ((e3 - e) ^ 2 / (2 * (e3 - e2) * (e3 - e1))) := by
  have hv : 0 < e3 - e1 := by linarith
  have hA : MeasurableSet {p : ℝ × ℝ | 0 ≤ p.1} := measurableSet_le (by fun_prop) (by fun_prop)
  have hB : MeasurableSet {p : ℝ × ℝ | 0 ≤ p.2} := measurableSet_le (by fun_prop) (by fun_prop)
  have hC : MeasurableSet {p : ℝ × ℝ | p.1 + p.2 ≤ 1} :=
    measurableSet_le (by fun_prop) (by fun_prop)
  have hD : MeasurableSet {p : ℝ × ℝ | e < band e1 e2 e3 p} :=
    measurableSet_lt (by fun_prop) (by unfold band; fun_prop)
  have hS : MeasurableSet (empty e1 e2 e3 e) := (hA.inter (hB.inter hC)).inter hD
  refine ⟨hS, area_of_slices hS (sub_pos.2 h23) hv (sub_nonneg.2 h3) fun x => ?_⟩
  by_cases h0 : 0 ≤ x
  · have hs : Prod.mk x ⁻¹' empty e1 e2 e3 e =
        Set.Ioc ((e - e1 - (e2 - e1) * x) / (e3 - e1)) (1 - x) := by
      ext y
      simp only [empty, triangle, band, Set.mem_preimage, Set.mem_setOf_eq, Set.mem_Ioc,
        div_lt_iff₀ hv]
      constructor
      · rintro ⟨⟨_, _, hxy⟩, hb⟩
        exact ⟨by linarith, by linarith⟩
      · rintro ⟨hb, hxy⟩
        -- the slice is non-empty only for x < 1, and there it lies in y ≥ 0
        have hm := mul_le_mul_of_nonneg_right hxy hv.le
        have hx1 : x < 1 := by
          by_contra hn
          have := mul_nonneg (sub_pos.2 h23).le (sub_nonneg.2 (not_lt.1 hn))
          nlinarith
        have hp := mul_nonneg (sub_nonneg.2 h12) (sub_pos.2 hx1).le
        have hy : 0 < y := pos_of_mul_pos_left (by nlinarith : 0 < y * (e3 - e1)) hv.le
        exact ⟨⟨h0, hy.le, by linarith⟩, by linarith⟩
    rw [Set.indicator_of_mem (Set.mem_Ici.2 h0), hs, Real.volume_Ioc]
    congr 1
    rw [eq_div_iff hv.ne', sub_mul, div_mul_cancel₀ _ hv.ne']
    ring
  · rw [Set.indicator_of_notMem (fun h => h0 h)]
    exact (congrArg volume (Set.eq_empty_iff_forall_notMem.2 fun y hy => h0 hy.1.1)).trans
      measure_empty

end EmptyAreaUpper
```

Lean reports:

```
Main.lean:72:14: error: Application type mismatch: The argument
  area_of_slices hS (sub_pos.mpr h23) hv (sub_nonneg.mpr h3) fun x => ?m.333
has type
  (∀ (x : ℝ), 0 ≤ x → volume (Prod.mk x ⁻¹' empty e1 e2 e3 e) = ENNReal.ofReal ((e3 - e - (e3 - e2) * x) / (e3 - e1))) →
    volume (empty e1 e2 e3 e) = ENNReal.ofReal ((e3 - e) ^ 2 / (2 * (e3 - e2) * (e3 - e1)))
but is expected to have type
  volume (empty e1 e2 e3 e) = ENNReal.ofReal ((e3 - e) ^ 2 / (2 * (e3 - e2) * (e3 - e1)))
in the application
  ⟨hS, area_of_slices hS (sub_pos.mpr h23) hv (sub_nonneg.mpr h3) fun x => ?m.333⟩
Main.lean:73:2: error: No goals to be solved
```

Diagnosis. After `hw`, `area_of_slices` takes two more explicit arguments: `hpos`, that the region lies in `x ≥ 0`, and `h`, the slice lengths for `0 ≤ x`. The call gives only one, `fun x => ?_`, which Lean takes as `hpos`. With `h` still missing, the term is an implication from the slice lengths to the area, not the area equation itself, and this is the mismatch reported. The second error follows from the first: the failed `refine` leaves no goal for `by_cases`.

The repair supplies `hpos` as `fun p hp => hp.1.1`, which reads `0 ≤ p.1` off membership in the triangle, and then `h` as `fun x h0 => ?_`. Since `h0 : 0 ≤ x` is now given, the case split and its negative branch go. So does the rewrite with `Set.indicator_of_mem`, as the goal set by `h` contains no indicator. The slice computation is otherwise kept, except that `Set.mem_ofPred_eq` replaces `Set.mem_setOf_eq` in the `simp only`; the messages don't show whether that change was needed.

The repair, with which the file compiles:

```diff
@@ -70,31 +70,28 @@
     measurableSet_lt (by fun_prop) (by unfold band; fun_prop)
   have hS : MeasurableSet (empty e1 e2 e3 e) := (hA.inter (hB.inter hC)).inter hD
-  refine ⟨hS, area_of_slices hS (sub_pos.2 h23) hv (sub_nonneg.2 h3) fun x => ?_⟩
-  by_cases h0 : 0 ≤ x
-  · have hs : Prod.mk x ⁻¹' empty e1 e2 e3 e =
-        Set.Ioc ((e - e1 - (e2 - e1) * x) / (e3 - e1)) (1 - x) := by
-      ext y
-      simp only [empty, triangle, band, Set.mem_preimage, Set.mem_setOf_eq, Set.mem_Ioc,
-        div_lt_iff₀ hv]
-      constructor
-      · rintro ⟨⟨_, _, hxy⟩, hb⟩
-        exact ⟨by linarith, by linarith⟩
-      · rintro ⟨hb, hxy⟩
-        -- the slice is non-empty only for x < 1, and there it lies in y ≥ 0
-        have hm := mul_le_mul_of_nonneg_right hxy hv.le
-        have hx1 : x < 1 := by
-          by_contra hn
-          have := mul_nonneg (sub_pos.2 h23).le (sub_nonneg.2 (not_lt.1 hn))
-          nlinarith
-        have hp := mul_nonneg (sub_nonneg.2 h12) (sub_pos.2 hx1).le
-        have hy : 0 < y := pos_of_mul_pos_left (by nlinarith : 0 < y * (e3 - e1)) hv.le
-        exact ⟨⟨h0, hy.le, by linarith⟩, by linarith⟩
-    rw [Set.indicator_of_mem (Set.mem_Ici.2 h0), hs, Real.volume_Ioc]
-    congr 1
-    rw [eq_div_iff hv.ne', sub_mul, div_mul_cancel₀ _ hv.ne']
-    ring
-  · rw [Set.indicator_of_notMem (fun h => h0 h)]
-    exact (congrArg volume (Set.eq_empty_iff_forall_notMem.2 fun y hy => h0 hy.1.1)).trans
-      measure_empty
+  refine ⟨hS, area_of_slices hS (sub_pos.2 h23) hv (sub_nonneg.2 h3)
+    (fun p hp => hp.1.1) fun x h0 => ?_⟩
+  have hs : Prod.mk x ⁻¹' empty e1 e2 e3 e =
+      Set.Ioc ((e - e1 - (e2 - e1) * x) / (e3 - e1)) (1 - x) := by
+    ext y
+    simp only [empty, triangle, band, Set.mem_preimage, Set.mem_ofPred_eq, Set.mem_Ioc,
+      div_lt_iff₀ hv]
+    constructor
+    · rintro ⟨⟨_, _, hxy⟩, hb⟩
+      exact ⟨by linarith, by linarith⟩
+    · rintro ⟨hb, hxy⟩
+      -- the slice is non-empty only for x < 1, and there it lies in y ≥ 0
+      have hm := mul_le_mul_of_nonneg_right hxy hv.le
+      have hx1 : x < 1 := by
+        by_contra hn
+        have := mul_nonneg (sub_pos.2 h23).le (sub_nonneg.2 (not_lt.1 hn))
+        nlinarith
+      have hp := mul_nonneg (sub_nonneg.2 h12) (sub_pos.2 hx1).le
+      have hy : 0 < y := pos_of_mul_pos_left (by nlinarith : 0 < y * (e3 - e1)) hv.le
+      exact ⟨⟨h0, hy.le, by linarith⟩, by linarith⟩
+  rw [hs, Real.volume_Ioc]
+  congr 1
+  rw [eq_div_iff hv.ne', sub_mul, div_mul_cancel₀ _ hv.ne']
+  ring
 
 end EmptyAreaUpper
```
